# With linear potential functions of positive width, the secular equation \(\det(P(E) - S) = 0\) is the eigenvalue problem of the LMTO Hamiltonian \(H = C + \sqrt D\,S\sqrt D\)

In a crystal built from atomic spheres, a partial wave inside one sphere must join, at the sphere boundary, onto that sphere's own decaying envelope function plus the tails arriving from all the other spheres. In a finite orbital basis, at one Bloch wave vector, this matching condition reads \(\det(P(E) - S) = 0\). Here \(E\) is the energy, the diagonal matrix \(P(E)\) of potential functions describes scattering by each sphere, and the structure constants \(S\) describe how the tails from each sphere arrive at the others. The band energies are the roots in \(E\). If each potential function is exactly linear in \(E\) with positive slope, and \(S\) does not depend on \(E\), these roots are the eigenvalues of one fixed matrix, so in this one-electron, finite-basis model a diagonalisation replaces the root search. The abbreviation LMTO stands for linear muffin-tin orbital.

## The matrices

```lean
import Mathlib

open Matrix
open scoped NNReal

namespace LMTOHamiltonian

noncomputable section

variable {n : Type*} [Fintype n] [DecidableEq n]
```

The type `n` is a finite set of orbital labels \(i\).

```lean
/-- The diagonal matrix of potential functions `P(E) = (E - C) / D` at complex energy `E`,
for band centres `C` and band widths `D`. -/
def potentialFn (C : n → ℝ) (D : n → ℝ≥0) (E : ℂ) : Matrix n n ℂ :=
  diagonal fun i => (E - (C i : ℂ)) / ((D i : ℝ) : ℂ)
```

`C : n → ℝ` assigns a real band centre \(C_i\) to each orbital, and `D : n → ℝ≥0` a non-negative width parameter \(D_i\), called the band width in the code; the actual width of a band also depends on \(S\). Then \(P(E) = \mathrm{diag}\big((E - C_i)/D_i\big)\), with \(E\) complex. The function crosses zero at \(C_i\) with slope \(1/D_i\). This linear form is postulated: it stands for a true potential function near the band, and the error of that replacement is not treated. Lean sets division by zero to zero, so every theorem containing \(P\) assumes `hD : ∀ i, 0 < D i`.

```lean
/-- The diagonal matrix `√D` of square roots of the band widths. -/
def sqrtWidth (D : n → ℝ≥0) : Matrix n n ℂ :=
  diagonal fun i => ((Real.sqrt (D i : ℝ) : ℝ) : ℂ)
```

This is \(W = \mathrm{diag}(\sqrt{D_i})\).

```lean
/-- The LMTO Hamiltonian `H = C + √D S √D` built from the structure constants `S`. -/
def hamiltonian (C : n → ℝ) (D : n → ℝ≥0) (S : Matrix n n ℂ) : Matrix n n ℂ :=
  diagonal (fun i => (C i : ℂ)) + sqrtWidth D * S * sqrtWidth D
```

This is \(H = C + WSW\), where \(C\) also denotes \(\mathrm{diag}(C_i)\). The matrix \(S\) is an arbitrary complex input; no lattice sum is computed. In LMTO calculations the linear form of \(P\) belongs to one particular choice of the tails, and \(S\) must be the structure constants for that same choice. These depend in general on the potential inside the spheres as well as on the geometry.

```lean
/-- The square root of a band width, taken as a complex number, squares to the width. -/
theorem sqrt_mul_sqrt (d : ℝ≥0) :
    ((Real.sqrt (d : ℝ) : ℝ) : ℂ) * ((Real.sqrt (d : ℝ) : ℝ) : ℂ) = ((d : ℝ) : ℂ) := by
  rw [← Complex.ofReal_mul, Real.mul_self_sqrt (NNReal.coe_nonneg d)]
```

For a width \(d \ge 0\), \(\sqrt d\,\sqrt d = d\), read as an equation between complex numbers.

## Hermiticity

```lean
/-- For Hermitian structure constants the LMTO Hamiltonian is Hermitian. -/
theorem hamiltonian_isHermitian (C : n → ℝ) (D : n → ℝ≥0) {S : Matrix n n ℂ}
    (hS : S.IsHermitian) : (hamiltonian C D S).IsHermitian := by
  -- both diagonal matrices are real
  have hW : (sqrtWidth D)ᴴ = sqrtWidth D := by
    unfold sqrtWidth
    rw [diagonal_conjTranspose]
    congr 1
    funext i
    simp
  have hC : (diagonal fun i => (C i : ℂ))ᴴ = diagonal fun i => (C i : ℂ) := by
    rw [diagonal_conjTranspose]
    congr 1
    funext i
    simp
  unfold IsHermitian hamiltonian
  rw [conjTranspose_add, conjTranspose_mul, conjTranspose_mul, hW, hC, hS.eq, Matrix.mul_assoc]
```

If \(S^\dagger = S\), then \(H^\dagger = H\); zero widths are allowed. Lean writes the dagger as `ᴴ`. Real diagonal matrices satisfy \(W^\dagger = W\) and \(C^\dagger = C\), which are `hW` and `hC`. The last line performs
\[ H^\dagger = C^\dagger + W^\dagger S^\dagger W^\dagger = C + WSW. \]

## The factorisation and its determinant

```lean
/-- For positive widths, `E - H = √D (P(E) - S) √D`. -/
theorem sub_hamiltonian_eq (C : n → ℝ) {D : n → ℝ≥0} (hD : ∀ i, 0 < D i)
    (S : Matrix n n ℂ) (E : ℂ) :
    E • (1 : Matrix n n ℂ) - hamiltonian C D S
      = sqrtWidth D * (potentialFn C D E - S) * sqrtWidth D := by
  -- the diagonal part: √D P(E) √D = E - C
  have hP : sqrtWidth D * potentialFn C D E * sqrtWidth D
      = E • (1 : Matrix n n ℂ) - diagonal fun i => (C i : ℂ) := by
    unfold sqrtWidth potentialFn
    rw [diagonal_mul_diagonal, diagonal_mul_diagonal, smul_one_eq_diagonal, diagonal_sub]
    refine congrArg diagonal (funext fun i => ?_)
    have h0 : ((D i : ℝ) : ℂ) ≠ 0 := by exact_mod_cast (hD i).ne'
    show ((Real.sqrt (D i : ℝ) : ℝ) : ℂ) * ((E - (C i : ℂ)) / ((D i : ℝ) : ℂ))
      * ((Real.sqrt (D i : ℝ) : ℝ) : ℂ) = E - (C i : ℂ)
    rw [mul_right_comm, sqrt_mul_sqrt]
    field_simp
  rw [mul_sub, sub_mul, hP, hamiltonian]
  abel
```

`E • (1 : Matrix n n ℂ)` is \(E\) times the unit matrix. Entry by entry,
\[ \sqrt{D_i}\,\frac{E - C_i}{D_i}\,\sqrt{D_i} = E - C_i, \]
so \(W P(E) W = E - C\). This is `hP`, where `field_simp` cancels \(D_i \ne 0\). Subtracting \(WSW\) gives
\[ E - H = W\,(P(E) - S)\,W. \]

```lean
/-- For positive widths, `det (E - H) = (∏ D) det (P(E) - S)`. -/
theorem det_sub_hamiltonian (C : n → ℝ) {D : n → ℝ≥0} (hD : ∀ i, 0 < D i)
    (S : Matrix n n ℂ) (E : ℂ) :
    (E • (1 : Matrix n n ℂ) - hamiltonian C D S).det
      = (∏ i, ((D i : ℝ) : ℂ)) * (potentialFn C D E - S).det := by
  have hW : (sqrtWidth D).det * (sqrtWidth D).det = ∏ i, ((D i : ℝ) : ℂ) := by
    unfold sqrtWidth
    rw [det_diagonal, ← Finset.prod_mul_distrib]
    exact Finset.prod_congr rfl fun i _ => sqrt_mul_sqrt (D i)
  rw [sub_hamiltonian_eq C hD, det_mul, det_mul, ← hW]
  ring
```

Determinants multiply, and \((\det W)^2 = \prod_i D_i\) by `hW`. Hence
\[ \det(E - H) = \Big(\prod_i D_i\Big)\det(P(E) - S). \]

## Roots, eigenvectors and Green's functions for any \(S\)

```lean
/-- For positive widths and any structure constants, `det (P(E) - S) = 0` holds exactly when
`E` is an eigenvalue of `H`, that is `H v = E v` for some nonzero `v`. -/
theorem secular_iff_eigenvalue (C : n → ℝ) {D : n → ℝ≥0} (hD : ∀ i, 0 < D i)
    (S : Matrix n n ℂ) (E : ℂ) :
    (potentialFn C D E - S).det = 0 ↔ ∃ v : n → ℂ, v ≠ 0 ∧ hamiltonian C D S *ᵥ v = E • v := by
  have hprod : (∏ i, ((D i : ℝ) : ℂ)) ≠ 0 :=
    Finset.prod_ne_zero_iff.mpr fun i _ => by exact_mod_cast (hD i).ne'
  -- the two determinants vanish together
  have h1 : (potentialFn C D E - S).det = 0
      ↔ (E • (1 : Matrix n n ℂ) - hamiltonian C D S).det = 0 := by
    rw [det_sub_hamiltonian C hD, mul_eq_zero, or_iff_right hprod]
  -- a vanishing determinant means a nonzero null vector
  rw [h1, ← Matrix.exists_mulVec_eq_zero_iff]
  refine exists_congr fun v => and_congr_right fun _ => ?_
  rw [sub_mulVec, Matrix.smul_mulVec, one_mulVec, sub_eq_zero]
  exact eq_comm
```

The symbol `*ᵥ` is a matrix acting on a vector. The right side says that \(Hv = Ev\) for some \(v \ne 0\). Since \(\prod_i D_i \ne 0\) (`hprod`), the two determinants vanish together (`h1`). A square matrix has zero determinant exactly when it has a nonzero null vector, which is `Matrix.exists_mulVec_eq_zero_iff`, and \((E - H)v = 0\) rearranges to \(Hv = Ev\). Hermiticity is not assumed. For a single orbital the statement reads \((E - C)/D = S \iff E = C + DS\).

```lean
/-- For positive widths, `H v = E v` holds exactly when `√D v` solves the secular equation
`(P(E) - S) √D v = 0`. -/
theorem eigenvector_iff (C : n → ℝ) {D : n → ℝ≥0} (hD : ∀ i, 0 < D i)
    (S : Matrix n n ℂ) (E : ℂ) (v : n → ℂ) :
    hamiltonian C D S *ᵥ v = E • v ↔ (potentialFn C D E - S) *ᵥ (sqrtWidth D *ᵥ v) = 0 := by
  have h1 : hamiltonian C D S *ᵥ v = E • v
      ↔ (E • (1 : Matrix n n ℂ) - hamiltonian C D S) *ᵥ v = 0 := by
    rw [sub_mulVec, Matrix.smul_mulVec, one_mulVec, sub_eq_zero]
    exact eq_comm
  -- √D has no null vector
  have h2 : ∀ u : n → ℂ, sqrtWidth D *ᵥ u = 0 ↔ u = 0 := by
    intro u
    refine ⟨fun h => funext fun i => ?_, fun h => by rw [h, mulVec_zero]⟩
    have hi := congrFun h i
    unfold sqrtWidth at hi
    rw [mulVec_diagonal] at hi
    have hpos : (0 : ℝ) < D i := by exact_mod_cast hD i
    have hne : ((Real.sqrt (D i : ℝ) : ℝ) : ℂ) ≠ 0 :=
      Complex.ofReal_ne_zero.mpr (Real.sqrt_pos.mpr hpos).ne'
    exact (mul_eq_zero.mp hi).resolve_left hne
  rw [h1, sub_hamiltonian_eq C hD, ← Matrix.mulVec_mulVec, ← Matrix.mulVec_mulVec, h2]
```

For every vector \(v\), zero included,
\[ Hv = Ev \iff W(P(E) - S)Wv = 0 \iff (P(E) - S)(Wv) = 0. \]
The first step is `h1` with the factorisation. The second removes the outer \(W\): by `h2`, \(\sqrt{D_i}\,u_i = 0\) forces \(u_i = 0\) for any vector \(u\). The vectors are unnormalised. A remark not among the theorems: with \(u = Wv\), a unit vector \(v\) corresponds to \(\sum_i |u_i|^2/D_i = 1\).

```lean
/-- For positive widths, `G` inverts `E - H` exactly when `√D G √D` inverts `P(E) - S`. -/
theorem green_iff (C : n → ℝ) {D : n → ℝ≥0} (hD : ∀ i, 0 < D i)
    (S G : Matrix n n ℂ) (E : ℂ) :
    (E • (1 : Matrix n n ℂ) - hamiltonian C D S) * G = 1
      ↔ (potentialFn C D E - S) * (sqrtWidth D * G * sqrtWidth D) = 1 := by
  have h : sqrtWidth D * (potentialFn C D E - S) * sqrtWidth D * G
      = sqrtWidth D * ((potentialFn C D E - S) * sqrtWidth D * G) := by
    simp only [mul_assoc]
  -- a right inverse of the square matrix √D is also a left inverse
  rw [sub_hamiltonian_eq C hD, h, _root_.mul_eq_one_comm]
  simp only [mul_assoc]
```

A matrix \(G\) satisfies \((E - H)G = 1\) exactly when \(g = WGW\) satisfies \((P(E) - S)\,g = 1\), which fixes the convention \(G = (E - H)^{-1}\). For square matrices \(A\) and \(B\), \(AB = 1\) is equivalent to \(BA = 1\) (`_root_.mul_eq_one_comm`). Taking \(A = W\) and \(B = (P(E) - S)WG\),
\[ W\,[(P(E) - S)WG] = 1 \iff [(P(E) - S)WG]\,W = 1. \]
The theorem relates the two inverses without asserting that either exists at a given \(E\).

## Real roots for Hermitian \(S\)

```lean
/-- For positive widths and Hermitian `S`, `det (P(E) - S) = ∏ (E - ε_k) / ∏ D`, where `ε_k`
are the real eigenvalues of the Hermitian matrix `H`. -/
theorem secular_det_eq_prod (C : n → ℝ) {D : n → ℝ≥0} (hD : ∀ i, 0 < D i)
    {S : Matrix n n ℂ} (hS : S.IsHermitian) (E : ℂ) :
    (potentialFn C D E - S).det
      = (∏ k, (E - (((hamiltonian_isHermitian C D hS).eigenvalues k : ℝ) : ℂ)))
        / ∏ i, ((D i : ℝ) : ℂ) := by
  have hprod : (∏ i, ((D i : ℝ) : ℂ)) ≠ 0 :=
    Finset.prod_ne_zero_iff.mpr fun i _ => by exact_mod_cast (hD i).ne'
  -- evaluate the characteristic polynomial of H at E
  have hchar : (E • (1 : Matrix n n ℂ) - hamiltonian C D S).det
      = ∏ k, (E - (((hamiltonian_isHermitian C D hS).eigenvalues k : ℝ) : ℂ)) := by
    have h := Matrix.eval_charpoly (hamiltonian C D S) E
    rw [(hamiltonian_isHermitian C D hS).charpoly_eq, Polynomial.eval_prod] at h
    simp only [Polynomial.eval_sub, Polynomial.eval_X, Polynomial.eval_C] at h
    rw [smul_one_eq_diagonal]
    exact h.symm
  rw [eq_div_iff hprod, ← hchar, det_sub_hamiltonian C hD, mul_comm]
```

`(hamiltonian_isHermitian C D hS).eigenvalues k` is the real eigenvalue \(\varepsilon_k\) of \(H\). The label \(k\) runs over the same set as \(i\), is not the wave vector, and repeats degenerate values. The characteristic polynomial of a Hermitian matrix factorises over its eigenvalues, so `hchar` gives \(\det(E - H) = \prod_k (E - \varepsilon_k)\). Dividing by \(\prod_i D_i\),
\[ \det(P(E) - S) = \frac{\prod_k (E - \varepsilon_k)}{\prod_i D_i}. \]

```lean
/-- For positive widths and Hermitian `S`, a complex energy `E` solves `det (P(E) - S) = 0`
exactly when it equals one of the real eigenvalues `ε_k` of `H`. -/
theorem secular_iff_eq_eigenvalues (C : n → ℝ) {D : n → ℝ≥0} (hD : ∀ i, 0 < D i)
    {S : Matrix n n ℂ} (hS : S.IsHermitian) (E : ℂ) :
    (potentialFn C D E - S).det = 0
      ↔ ∃ k, E = (((hamiltonian_isHermitian C D hS).eigenvalues k : ℝ) : ℂ) := by
  have hprod : (∏ i, ((D i : ℝ) : ℂ)) ≠ 0 :=
    Finset.prod_ne_zero_iff.mpr fun i _ => by exact_mod_cast (hD i).ne'
  rw [secular_det_eq_prod C hD hS, div_eq_zero_iff, or_iff_left hprod, Finset.prod_eq_zero_iff]
  simp only [Finset.mem_univ, true_and, sub_eq_zero]

end

end LMTOHamiltonian
```

A quotient with nonzero denominator vanishes exactly when its numerator does, and a product vanishes exactly when one factor does. A complex \(E\) therefore solves the secular equation if and only if \(E = \varepsilon_k\) for some \(k\), so no root lies off the real axis.

```lean
#print axioms LMTOHamiltonian.secular_iff_eigenvalue
-- 'LMTOHamiltonian.secular_iff_eigenvalue' depends on axioms: [propext, Classical.choice, Quot.sound]
#print axioms LMTOHamiltonian.eigenvector_iff
-- 'LMTOHamiltonian.eigenvector_iff' depends on axioms: [propext, Classical.choice, Quot.sound]
#print axioms LMTOHamiltonian.green_iff
-- 'LMTOHamiltonian.green_iff' depends on axioms: [propext, Classical.choice, Quot.sound]
#print axioms LMTOHamiltonian.secular_iff_eq_eigenvalues
-- 'LMTOHamiltonian.secular_iff_eq_eigenvalues' depends on axioms: [propext, Classical.choice, Quot.sound]
```
